# A constant-speed rotation can carry one real unit vector to another, not collinear with it, in a time equal to their angle over the angular speed

In a real inner product space, let `a` and `w` be unit vectors with `w` equal to neither `a` nor `-a`, and let the angular speed `s` be positive. The theorem `greatCircle_reaches` states that there is a unit vector `b` orthogonal to `a` for which the curve cos(st) a + sin(st) b is at `w` when t = arccos⟨a, w⟩ / s. In physical terms, a real state vector turning at constant speed in a suitable plane arrives at the target after a time equal to the angle between the two vectors divided by the speed. The proof takes for `b` the part of `w` orthogonal to `a`, normalised. It must first show that this part is not zero, which it does by deriving from the contrary assumption that the overlap ⟨a, w⟩ is 1 or −1, so that `w` would be `a` or `-a`.

As first written in Lean, the proof fails:

```lean
import Mathlib

open scoped InnerProductSpace Topology

namespace GreatCircleReaches

variable {E : Type*} [NormedAddCommGroup E] [InnerProductSpace ℝ E]

/-- The curve `cos (s t) a + sin (s t) b`. For orthonormal `a`, `b` and `s ≥ 0` it is the rotation
of `a` towards `b` at angular speed `s`. -/
noncomputable def greatCircle (a b : E) (s t : ℝ) : E :=
  Real.cos (s * t) • a + Real.sin (s * t) • b

/-- For unit vectors, the part of `a` orthogonal to `b` has squared norm one minus the
squared overlap. -/
theorem residual_norm_sq {a b : E} (ha : ‖a‖ = 1) (hb : ‖b‖ = 1) :
    ‖a - ⟪a, b⟫_ℝ • b‖ ^ 2 = 1 - ⟪a, b⟫_ℝ ^ 2 := by
  rw [norm_sub_sq_real, real_inner_smul_right, norm_smul, ha, hb, mul_one,
    Real.norm_eq_abs, sq_abs]
  ring

/-- For `s > 0`, some great circle from the unit vector `a` reaches the unit vector `w`, other
than `a` and `-a`, at time `arccos ⟪a, w⟫ / s`. -/
theorem greatCircle_reaches {a w : E} {s : ℝ} (ha : ‖a‖ = 1) (hw : ‖w‖ = 1)
    (hne : w ≠ a) (hne' : w ≠ -a) (hs : 0 < s) :
    ∃ b : E, ‖b‖ = 1 ∧ ⟪a, b⟫_ℝ = 0 ∧
      greatCircle a b s (Real.arccos ⟪a, w⟫_ℝ / s) = w := by
  have hr := residual_norm_sq hw ha
  rw [real_inner_comm a w] at hr
  have hr0 : w - ⟪a, w⟫_ℝ • a ≠ 0 := by
    intro h0
    rw [h0, norm_zero] at hr
    have hwa := sub_eq_zero.1 h0
    have hf : (⟪a, w⟫_ℝ - 1) * (⟪a, w⟫_ℝ + 1) = 0 := by linear_combination -hr
    rcases mul_eq_zero.1 hf with h1 | h1
    · rw [sub_eq_zero.1 h1, one_smul] at hwa
      exact hne hwa
    · rw [eq_neg_of_add_eq_zero_left h1, neg_smul, one_smul] at hwa
      exact hne' hwa
  have hn := norm_ne_zero_iff.2 hr0
  have hc := abs_real_inner_le_norm a w
  rw [ha, hw, mul_one] at hc
  -- rotate towards the normalised part of the target orthogonal to `a`
  refine ⟨‖w - ⟪a, w⟫_ℝ • a‖⁻¹ • (w - ⟪a, w⟫_ℝ • a), ?_, ?_, ?_⟩
  · rw [norm_smul, norm_inv, norm_norm, inv_mul_cancel₀ hn]
  · rw [real_inner_smul_right, inner_sub_right, real_inner_smul_right,
      real_inner_self_eq_norm_sq, ha]
    ring
  · have hang : s * (Real.arccos ⟪a, w⟫_ℝ / s) = Real.arccos ⟪a, w⟫_ℝ := by
      field_simp
    rw [greatCircle, hang, Real.cos_arccos (abs_le.1 hc).1 (abs_le.1 hc).2,
      Real.sin_arccos, ← hr, Real.sqrt_sq (norm_nonneg _), smul_smul,
      mul_inv_cancel₀ hn, one_smul]
    abel

end GreatCircleReaches
```

Compiling this gives:

```
Main.lean:34:56: error: ring failed, ring expressions not equal
E : Type u_1
inst✝¹ : NormedAddCommGroup E
inst✝ : InnerProductSpace ℝ E
a w : E
s : ℝ
ha : ‖a‖ = 1
hw : ‖w‖ = 1
hne : w ≠ a
hne' : w ≠ -a
hs : 0 < s
hr : 0 ^ 2 = 1 - ⟪a, w⟫_ℝ ^ 2
h0 : w - ⟪a, w⟫_ℝ • a = 0
hwa : w = ⟪a, w⟫_ℝ • a
⊢ -2 + ⟪a, w⟫_ℝ ^ 2 * 2 = 0
```

Diagnosis. The error is a wrong sign in the step that shows the orthogonal part is nonzero. Write c for the overlap `⟪a, w⟫_ℝ`. Under the contrary assumption, `hr` reads 0² = 1 − c², and the goal `hf` is (c − 1)(c + 1) = 0.

`linear_combination` subtracts the two sides of the supplied equation from those of the goal, left minus right in each case, and asks `ring` to show that the result is zero. For the goal, left minus right is c² − 1, and for `hr` it is also c² − 1. Supplying `-hr` therefore adds the two where they should cancel, and leaves 2c² − 2. This is the expression in the message, `-2 + ⟪a, w⟫_ℝ ^ 2 * 2 = 0`, which is not an identity in c, so `ring` fails.

With `hr` in place of `-hr` the difference is identically zero and the step closes. The hypothesis was sufficient all along, and only its coefficient had to change.

The change, after which it compiles:

```diff
@@ -32,5 +32,5 @@
     rw [h0, norm_zero] at hr
     have hwa := sub_eq_zero.1 h0
-    have hf : (⟪a, w⟫_ℝ - 1) * (⟪a, w⟫_ℝ + 1) = 0 := by linear_combination -hr
+    have hf : (⟪a, w⟫_ℝ - 1) * (⟪a, w⟫_ℝ + 1) = 0 := by linear_combination hr
     rcases mul_eq_zero.1 hf with h1 | h1
     · rw [sub_eq_zero.1 h1, one_smul] at hwa
```
